# No non-zero real matrix intertwines the T1u and T2u representations of the full octahedral group

The signed permutation matrices R of the three Cartesian axes form the full octahedral group acting on vectors, the representation T1u; multiplying each R by the sign of its axis permutation, with reversals of axes ignored, gives T2u. The lemma states that a real 3×3 matrix M with MR = sign(p) RM for every such R, where p is the axis permutation of R, must be zero. The attempt first derives from this an identity between single entries of M, called `key`. It then exchanges the two axes other than i to show that the diagonal entry M_ii equals its own negative, and reverses axis i alone to show the same of each off-diagonal entry M_ij.

In Lean, a first try:

```lean
import Mathlib

open Matrix
open scoped TensorProduct

namespace OctahedralDirectProduct

noncomputable section

/-- The signed permutation matrix that sends the axis `j` to the axis `p j`, with sign
`ε (p j)`. -/
def signedPerm (ε : Fin 3 → ℤˣ) (p : Equiv.Perm (Fin 3)) : Matrix (Fin 3) (Fin 3) ℝ :=
  Matrix.of fun i j => if p j = i then ((ε i : ℤ) : ℝ) else 0

/-- The sign of a permutation as a real number. -/
def parity (p : Equiv.Perm (Fin 3)) : ℝ := ((Equiv.Perm.sign p : ℤ) : ℝ)

/-- A matrix that intertwines the actions `R` and `sign(p) R` of all signed permutations
is zero. -/
theorem intertwiner_eq_zero (M : Matrix (Fin 3) (Fin 3) ℝ)
    (h : ∀ ε p, M * signedPerm ε p = parity p • (signedPerm ε p * M)) : M = 0 := by
  have key : ∀ ε p i j, M i (p j) * ((ε (p j) : ℤ) : ℝ)
      = parity p * (((ε i : ℤ) : ℝ) * M (p.symm i) j) := by
    intro ε p i j
    have e := congrFun (congrFun (h ε p) i) j
    simpa [Matrix.mul_apply, signedPerm, ← Equiv.eq_symm_apply] using e
  ext i j
  change M i j = 0
  by_cases hij : i = j
  · -- exchange the two other axes
    subst hij
    have h1 : i ≠ i + 1 := (by decide : ∀ i : Fin 3, i ≠ i + 1) i
    have h2 : i ≠ i + 2 := (by decide : ∀ i : Fin 3, i ≠ i + 2) i
    have h3 : i + 1 ≠ i + 2 := (by decide : ∀ i : Fin 3, i + 1 ≠ i + 2) i
    have e := key (fun _ => 1) (Equiv.swap (i + 1) (i + 2)) i i
    rw [Equiv.symm_swap, Equiv.swap_apply_of_ne_of_ne h1 h2, parity,
      Equiv.Perm.sign_swap h3] at e
    push_cast at e
    linarith
  · -- reverse the axis `i` alone
    have e := key (fun k => if k = i then -1 else 1) (Equiv.refl _) i j
    simp [parity, Ne.symm hij] at e
    linarith

end

end OctahedralDirectProduct
```

The compiler's answer:

```
Main.lean:22:38: error: Function expected at
  ε
but this term has type
  ?m.24

Note: Expected a function because this term is being applied to the argument
  (p j)
Main.lean:23:22: error: Function expected at
  ε
but this term has type
  ?m.24

Note: Expected a function because this term is being applied to the argument
  i
Main.lean:21:81: error: unsolved goals
M : Matrix (Fin 3) (Fin 3) ℝ
h : ∀ (ε : Fin 3 → ℤˣ) (p : Equiv.Perm (Fin 3)), M * signedPerm ε p = parity p • (signedPerm ε p * M)
⊢ M = 0
```

What went wrong. The first two messages say that `ε` is applied to an argument while its type is still unknown (`?m.24`), so Lean cannot treat it as a function. In the hypothesis `h` the types of `ε` and `p` follow from their use in `signedPerm ε p`, but the statement of `key` does not mention `signedPerm`. The repair writes the types of all four variables into that statement. The third message is a consequence: `key` was never established, and the goal `M = 0` was left open.

The messages do not judge the old `simpa`, since the statement it was to prove had already failed. The diff replaces it with a separate computation of each matrix product. The reversed `Equiv.eq_symm_apply` turns `p k = i` into `k = p.symm i`, which isolates the summation index `k` in the second product. In the first product the index already stands alone, in `p j = k`, and the new code leaves the lemma out there. The closing `rw` puts both results into `e`, which is then exactly the claim.

The repair, with which the file compiles:

```diff
@@ -20,9 +20,15 @@
 theorem intertwiner_eq_zero (M : Matrix (Fin 3) (Fin 3) ℝ)
     (h : ∀ ε p, M * signedPerm ε p = parity p • (signedPerm ε p * M)) : M = 0 := by
-  have key : ∀ ε p i j, M i (p j) * ((ε (p j) : ℤ) : ℝ)
+  have key : ∀ (ε : Fin 3 → ℤˣ) (p : Equiv.Perm (Fin 3)) (i j : Fin 3),
+      M i (p j) * ((ε (p j) : ℤ) : ℝ)
       = parity p * (((ε i : ℤ) : ℝ) * M (p.symm i) j) := by
     intro ε p i j
     have e := congrFun (congrFun (h ε p) i) j
-    simpa [Matrix.mul_apply, signedPerm, ← Equiv.eq_symm_apply] using e
+    have e1 : (M * signedPerm ε p) i j = M i (p j) * ((ε (p j) : ℤ) : ℝ) := by
+      simp [Matrix.mul_apply, signedPerm]
+    have e2 : (signedPerm ε p * M) i j = ((ε i : ℤ) : ℝ) * M (p.symm i) j := by
+      simp [Matrix.mul_apply, signedPerm, ← Equiv.eq_symm_apply]
+    rw [Matrix.smul_apply, e1, e2, smul_eq_mul] at e
+    exact e
   ext i j
   change M i j = 0
```
